# For a positive definite operator, the Hylleraas minima of a complete set of symmetry sectors sum to the second-order energy

In helium fine structure, a Breit operator acting on a reference state can produce components of several symmetries, for example singlet and triplet. Each component contributes to the second-order energy through intermediate states of its own symmetry. Can these contributions be minimised separately and then added?

Let $H_0$ be the unperturbed Hamiltonian, which conserves these symmetries, and let the reference state be a normalised eigenstate of $H_0$ with energy $E_0$. Write $A=H_0-E_0$ on the intermediate states, and let $b$ be the vector obtained by applying the perturbation to the reference state and removing the reference component of the result. The answer is yes if $A$ is positive definite, which means physically that $E_0$ lies below every intermediate level.

```lean
import Mathlib

open Finset

namespace HylleraasSymmetrySectors

noncomputable section

variable {E : Type*} [NormedAddCommGroup E] [InnerProductSpace ℂ E]
```

The states form a complex inner product space $E$ of any dimension. Lean writes $\langle x,y\rangle$ as `inner ℂ x y`, conjugate-linear in the first entry.

```lean
/-- The operator `A` is symmetric and has a positive expectation value in every nonzero state. -/
structure IsPosDefOp (A : E ≃ₗ[ℂ] E) : Prop where
  symm : ∀ x y, inner ℂ (A x) y = inner ℂ x (A y)
  pos : ∀ x, x ≠ 0 → 0 < (inner ℂ x (A x)).re
```

The type `E ≃ₗ[ℂ] E` makes $A$ a linear bijection of $E$, with inverse $A^{-1}$ written `A.symm`. The field `symm` of this structure is something else: it says $\langle Ax,y\rangle=\langle x,Ay\rangle$.

This fits a finite basis. An unbounded atomic Hamiltonian, defined only on part of its Hilbert space, is not directly covered. Another model would take a bounded symmetric $A$ on a complete space with $\langle x,Ax\rangle\ge c\|x\|^2$ and $c>0$. Invertibility would then be derived instead of assumed, at the price of completeness and a uniform gap.

```lean
/-- `P` is an orthogonal projector that commutes with `A`. -/
structure IsSector (A : E ≃ₗ[ℂ] E) (P : E →ₗ[ℂ] E) : Prop where
  idem : ∀ x, P (P x) = P x
  symm : ∀ x y, inner ℂ (P x) y = inner ℂ x (P y)
  comm : ∀ x, P (A x) = A (P x)
```

A sector is given by a projector with $P^2=P$ and $P^\dagger=P$ that satisfies $PA=AP$. The last condition says that $H_0$ conserves the symmetry.

```lean
/-- The Hylleraas functional `Re ⟨x, A x⟩ + 2 Re ⟨x, b⟩`. -/
def hylleraas (A : E ≃ₗ[ℂ] E) (b x : E) : ℝ :=
  (inner ℂ x (A x)).re + 2 * (inner ℂ x b).re
```

This is $J_b(x)=\mathrm{Re}\langle x,Ax\rangle+2\,\mathrm{Re}\langle x,b\rangle$.

```lean
/-- The second-order energy, defined as the real part of `-⟨b, A⁻¹ b⟩`. -/
def secondOrder (A : E ≃ₗ[ℂ] E) (b : E) : ℝ :=
  -(inner ℂ b (A.symm b)).re
```

This is $E_2(b)=-\mathrm{Re}\langle b,A^{-1}b\rangle$.

```lean
/-- For a positive definite `A` the inner product `-⟨b, A⁻¹ b⟩` is real and equals the
second-order energy. -/
theorem secondOrder_eq_inner {A : E ≃ₗ[ℂ] E} (hA : IsPosDefOp A) (b : E) :
    (secondOrder A b : ℂ) = -inner ℂ b (A.symm b) := by
  have h : inner ℂ b (A.symm b) = inner ℂ (A.symm b) b := by
    have h1 := hA.symm (A.symm b) (A.symm b)
    rwa [A.apply_symm_apply] at h1
  have him : (inner ℂ b (A.symm b)).im = 0 := by
    apply Complex.conj_eq_iff_im.mp
    rw [inner_conj_symm, h]
  apply Complex.ext
  · simp [secondOrder]
  · simp [him]
```

Taking the real part loses nothing. With $y=A^{-1}b$, symmetry gives
$$\langle b,y\rangle=\langle Ay,y\rangle=\langle y,Ay\rangle=\langle y,b\rangle=\overline{\langle b,y\rangle}.$$
The code derives the exchange in `h` and the vanishing imaginary part in `him`.

```lean
/-- A symmetry projector that commutes with `A` also commutes with `A⁻¹`. -/
theorem sector_comm_inverse {A : E ≃ₗ[ℂ] E} {P : E →ₗ[ℂ] E} (hP : IsSector A P) (x : E) :
    P (A.symm x) = A.symm (P x) := by
  apply A.injective
  rw [← hP.comm, A.apply_symm_apply, A.apply_symm_apply]
```

Since $A(PA^{-1}x)=PAA^{-1}x=Px=A(A^{-1}Px)$ and $A$ is injective, $PA^{-1}=A^{-1}P$.

```lean
/-- Completing the square: the Hylleraas functional is the second-order energy plus the real part of
`⟨e, A e⟩`, where `e = x + A⁻¹ b` is the error vector. -/
theorem hylleraas_complete_square {A : E ≃ₗ[ℂ] E} (hA : IsPosDefOp A) (b x : E) :
    hylleraas A b x =
      secondOrder A b + (inner ℂ (x + A.symm b) (A (x + A.symm b))).re := by
  have hre : ∀ u v : E, (inner ℂ u v).re = (inner ℂ v u).re := fun u v => by
    rw [← inner_conj_symm, Complex.conj_re]
  -- the cross term is moved onto `b` by the symmetry of `A`
  have h1 : inner ℂ (A.symm b) (A x) = inner ℂ b x := by
    rw [← hA.symm, A.apply_symm_apply]
  have h2 := hre b x
  have h3 := hre b (A.symm b)
  rw [map_add, A.apply_symm_apply, inner_add_left, inner_add_right, inner_add_right, h1]
  simp only [hylleraas, secondOrder, Complex.add_re]
  linarith
```

Again let $y=A^{-1}b$. Expanding,
$$\langle x+y,A(x+y)\rangle=\langle x,Ax\rangle+\langle x,b\rangle+\langle y,Ax\rangle+\langle y,b\rangle.$$
By symmetry $\langle y,Ax\rangle=\langle b,x\rangle$, which is `h1`. The real part of the right side is therefore $J_b(x)+\mathrm{Re}\langle b,A^{-1}b\rangle$, so
$$J_b(x)=E_2(b)+\mathrm{Re}\langle x+y,A(x+y)\rangle.$$
The final `linarith` collects these terms.

```lean
/-- For a positive definite `A` the second-order energy is strictly negative for every nonzero `b`.
-/
theorem secondOrder_neg {A : E ≃ₗ[ℂ] E} (hA : IsPosDefOp A) {b : E} (hb : b ≠ 0) :
    secondOrder A b < 0 := by
  have hy : A.symm b ≠ 0 := fun h => hb (by
    rw [← A.apply_symm_apply b, h, map_zero])
  have h := hA.pos _ hy
  rw [← hA.symm, A.apply_symm_apply] at h
  unfold secondOrder
  linarith
```

If $b\ne0$, then $y=A^{-1}b\ne0$, and $\langle b,y\rangle=\langle y,Ay\rangle>0$. Hence $E_2(b)<0$.

```lean
/-- For a positive definite `A`, within one symmetry sector the vector `-A⁻¹ P b` is admissible, the
Hylleraas functional there equals `-⟨P b, A⁻¹ P b⟩`, and every other vector of the sector gives a
larger value. -/
theorem sector_minimum {A : E ≃ₗ[ℂ] E} (hA : IsPosDefOp A) {P : E →ₗ[ℂ] E}
    (hP : IsSector A P) (b : E) :
    -A.symm (P b) ∈ LinearMap.range P ∧
    hylleraas A b (-A.symm (P b)) = secondOrder A (P b) ∧
    ∀ x ∈ LinearMap.range P, x ≠ -A.symm (P b) →
      secondOrder A (P b) < hylleraas A b x := by
  have hmem : -A.symm (P b) ∈ LinearMap.range P :=
    ⟨-A.symm b, by rw [map_neg, sector_comm_inverse hP]⟩
  -- inside the sector only the component `P b` is seen
  have hred : ∀ x ∈ LinearMap.range P, hylleraas A b x = hylleraas A (P b) x := by
    rintro x ⟨z, rfl⟩
    have h : inner ℂ (P z) (P b) = inner ℂ (P z) b := by
      rw [← hP.symm, hP.idem]
    simp only [hylleraas, h]
  refine ⟨hmem, ?_, fun x hx hne => ?_⟩
  · rw [hred _ hmem, hylleraas_complete_square hA]
    simp
  · rw [hred x hx, hylleraas_complete_square hA]
    have h := hA.pos (x + A.symm (P b)) (fun h0 => hne (eq_neg_of_add_eq_zero_left h0))
    linarith
```

The three conclusions are that $-A^{-1}Pb$ lies in the sector, that $J_b$ there equals $E_2(Pb)$, and that every other vector of the sector gives a strictly larger value.

Membership (`hmem`) follows from $-A^{-1}Pb=P(-A^{-1}b)$. For $x=Pz$,
$$\langle x,Pb\rangle=\langle P^2z,b\rangle=\langle x,b\rangle,$$
so $J_b(x)=J_{Pb}(x)$; this is `hred`. Completing the square with $Pb$ in place of $b$ gives
$$J_b(x)=E_2(Pb)+\mathrm{Re}\langle x+A^{-1}Pb,\,A(x+A^{-1}Pb)\rangle.$$
The last term vanishes at $x=-A^{-1}Pb$ and is positive elsewhere.

```lean
/-- The second-order energies of the symmetry components `P k b` add up to that of `b`. -/
theorem sum_secondOrder {ι : Type*} [Fintype ι] {A : E ≃ₗ[ℂ] E} {P : ι → E →ₗ[ℂ] E}
    (hP : ∀ k, IsSector A (P k)) (hsum : ∀ x, ∑ k, P k x = x) (b : E) :
    ∑ k, secondOrder A (P k b) = secondOrder A b := by
  have key : ∀ k, inner ℂ (P k b) (A.symm (P k b)) = inner ℂ b (A.symm (P k b)) :=
    fun k => by rw [(hP k).symm, sector_comm_inverse (hP k), (hP k).idem]
  have h : ∑ k, inner ℂ (P k b) (A.symm (P k b)) = inner ℂ b (A.symm b) := by
    rw [Finset.sum_congr rfl (fun k _ => key k), ← inner_sum, ← map_sum, hsum]
  simp only [secondOrder, Finset.sum_neg_distrib, ← Complex.re_sum, h]
```

The hypothesis `hsum` says $\sum_kP_k=1$ for a finite family. For each $k$,
$$\langle P_kb,A^{-1}P_kb\rangle=\langle b,P_kA^{-1}P_kb\rangle=\langle b,A^{-1}P_k^2b\rangle=\langle b,A^{-1}P_kb\rangle,$$
which is `key`. Summing over $k$ gives $\langle b,A^{-1}b\rangle$, and a change of sign gives the energies.

```lean
/-- Symmetry decomposition of the second-order energy for a positive definite `A`: in each sector
the Hylleraas functional has the unique minimizer `-A⁻¹ P k b` with value `-⟨P k b, A⁻¹ P k b⟩`, and
these minimum values sum to `-⟨b, A⁻¹ b⟩`. -/
theorem hylleraas_symmetry_decomposition {ι : Type*} [Fintype ι] {A : E ≃ₗ[ℂ] E}
    (hA : IsPosDefOp A) {P : ι → E →ₗ[ℂ] E} (hP : ∀ k, IsSector A (P k))
    (hsum : ∀ x, ∑ k, P k x = x) (b : E) :
    (∀ k, -A.symm (P k b) ∈ LinearMap.range (P k) ∧
      hylleraas A b (-A.symm (P k b)) = secondOrder A (P k b) ∧
      ∀ x ∈ LinearMap.range (P k), x ≠ -A.symm (P k b) →
        secondOrder A (P k b) < hylleraas A b x) ∧
    ∑ k, hylleraas A b (-A.symm (P k b)) = secondOrder A b := by
  refine ⟨fun k => sector_minimum hA (hP k) b, ?_⟩
  rw [← sum_secondOrder hP hsum b]
  exact Finset.sum_congr rfl fun k _ => (sector_minimum hA (hP k) b).2.1
```

The main theorem applies the sector minimum to every $k$, then replaces each minimum value by $E_2(P_kb)$ and uses the sum rule, which assumes a complete set of sectors, $\sum_kP_k=1$.

```lean
/-- For a positive definite `A`, keeping only the sectors in `s` gives an upper bound to the full
second-order energy. -/
theorem secondOrder_le_partial_sum {ι : Type*} [Fintype ι] {A : E ≃ₗ[ℂ] E}
    (hA : IsPosDefOp A) {P : ι → E →ₗ[ℂ] E} (hP : ∀ k, IsSector A (P k))
    (hsum : ∀ x, ∑ k, P k x = x) (b : E) (s : Finset ι) :
    secondOrder A b ≤ ∑ k ∈ s, secondOrder A (P k b) := by
  classical
  have hneg : ∑ k ∈ sᶜ, secondOrder A (P k b) ≤ 0 := by
    refine Finset.sum_nonpos fun k _ => ?_
    by_cases h : P k b = 0
    · simp [h, secondOrder]
    · exact (secondOrder_neg hA h).le
  have h1 := Finset.sum_add_sum_compl s (fun k => secondOrder A (P k b))
  have h2 := sum_secondOrder hP hsum b
  linarith
```

Each omitted term is at most zero: it vanishes when $P_kb=0$ and is negative otherwise. Thus $E_2(b)\le\sum_{k\in s}E_2(P_kb)$. In a calculation with a finite symmetry-adapted basis and $E_0$ below all intermediate levels, symmetries can be optimised separately, and leaving some out never lowers the second-order energy.

```lean
/-- A two-state operator with diagonal elements 2 and coupling 1, together with its inverse. -/
def modelA : EuclideanSpace ℂ (Fin 2) ≃ₗ[ℂ] EuclideanSpace ℂ (Fin 2) where
  toFun x := !₂[2 * x 0 + x 1, x 0 + 2 * x 1]
  invFun x := !₂[(2 * x 0 - x 1) / 3, (2 * x 1 - x 0) / 3]
  map_add' x y := by ext i; fin_cases i <;> simp <;> ring
  map_smul' c x := by ext i; fin_cases i <;> simp <;> ring
  left_inv x := by ext i; fin_cases i <;> simp <;> ring
  right_inv x := by ext i; fin_cases i <;> simp <;> ring
```

A small example has
$$A=\begin{pmatrix}2&1\\1&2\end{pmatrix},\qquad A^{-1}=\frac13\begin{pmatrix}2&-1\\-1&2\end{pmatrix}.$$
The fields `left_inv` and `right_inv` verify the inverse.

```lean
/-- The map `(1 + s X) / 2`, where `X` exchanges the two basis states. -/
def modelP (s : ℂ) : EuclideanSpace ℂ (Fin 2) →ₗ[ℂ] EuclideanSpace ℂ (Fin 2) where
  toFun x := !₂[(x 0 + s * x 1) / 2, (s * x 0 + x 1) / 2]
  map_add' x y := by ext i; fin_cases i <;> simp <;> ring
  map_smul' c x := by ext i; fin_cases i <;> simp <;> ring
```

With $X$ exchanging the basis states, this map is $(1+sX)/2$. The values $s=1$ and $s=-1$ give the even and odd projectors.

```lean
/-- The two-state operator `modelA` with the exchange-even and exchange-odd projectors meets all
hypotheses of the symmetry decomposition. -/
theorem exchange_model_witness :
    IsPosDefOp modelA ∧ (∀ k : Fin 2, IsSector modelA (modelP (![1, -1] k))) ∧
    ∀ x, ∑ k : Fin 2, modelP (![1, -1] k) x = x := by
  have hA : ∀ x, modelA x = !₂[2 * x 0 + x 1, x 0 + 2 * x 1] := fun _ => rfl
  have hP : ∀ s x, modelP s x = !₂[(x 0 + s * x 1) / 2, (s * x 0 + x 1) / 2] :=
    fun _ _ => rfl
  have h2 : (starRingEnd ℂ) 2 = 2 := Complex.ext (by simp) (by simp)
  refine ⟨⟨fun x y => ?_, fun x hx => ?_⟩, fun k => ⟨fun x => ?_, fun x y => ?_, fun x => ?_⟩,
    fun x => ?_⟩
  · simp [hA, h2, PiLp.inner_apply, Fin.sum_univ_two]
    ring
  · -- the real part of `⟨x, A x⟩` is a sum of squares
    have e : (inner ℂ x (modelA x)).re = (x 0).re ^ 2 + (x 0).im ^ 2 + (x 1).re ^ 2
        + (x 1).im ^ 2 + ((x 0).re + (x 1).re) ^ 2 + ((x 0).im + (x 1).im) ^ 2 := by
      simp [hA, PiLp.inner_apply, Fin.sum_univ_two]
      ring
    rw [e]
    by_contra h
    apply hx
    have z : ∀ r : ℝ, r ^ 2 ≤ 0 → r = 0 := fun r hr =>
      pow_eq_zero_iff (two_ne_zero) |>.mp (le_antisymm hr (sq_nonneg r))
    have h0 : x 0 = 0 := Complex.ext (z _ (by nlinarith)) (z _ (by nlinarith))
    have h1 : x 1 = 0 := Complex.ext (z _ (by nlinarith)) (z _ (by nlinarith))
    ext i
    fin_cases i
    · simpa using h0
    · simpa using h1
  · ext i
    fin_cases k <;> fin_cases i <;> simp [hP] <;> ring
  · fin_cases k <;> simp [hP, h2, PiLp.inner_apply, Fin.sum_univ_two] <;> ring
  · ext i
    fin_cases k <;> fin_cases i <;> simp [hP, hA] <;> ring
  · rw [Fin.sum_univ_two]
    ext i
    fin_cases i <;> simp [hP] <;> ring

end

end HylleraasSymmetrySectors
```

All the hypotheses hold in this two-state model. Positivity follows from
$$\langle x,Ax\rangle=|x_0|^2+|x_1|^2+|x_0+x_1|^2,$$
which the code writes in real and imaginary parts. The projector identities are checked component by component, with `fin_cases` running through the indices.

```lean
#print axioms HylleraasSymmetrySectors.secondOrder_eq_inner
-- 'HylleraasSymmetrySectors.secondOrder_eq_inner' depends on axioms: [propext, Classical.choice, Quot.sound]
#print axioms HylleraasSymmetrySectors.hylleraas_symmetry_decomposition
-- 'HylleraasSymmetrySectors.hylleraas_symmetry_decomposition' depends on axioms: [propext, Classical.choice, Quot.sound]
#print axioms HylleraasSymmetrySectors.secondOrder_le_partial_sum
-- 'HylleraasSymmetrySectors.secondOrder_le_partial_sum' depends on axioms: [propext, Classical.choice, Quot.sound]
```
